# Factorising a Schrödinger solution into a secular exponential and its regular part

Let ψ(t) solve the Schrödinger equation iψ′ = H(t)ψ, with ħ = 1 and H(t) a linear operator on a complex inner product space, and suppose that its overlap with a fixed vector φ never vanishes. The lemma `secular_factorization` states that ψ(t) = ⟨φ, ψ(0)⟩ exp(−i∫₀ᵗ ε(s) ds) χ(t), where χ = ψ/⟨φ, ψ⟩ is the regular part and the secular energy ε = ⟨φ, Hψ⟩/⟨φ, ψ⟩ is assumed continuous in time. Neither φ nor ψ need be normalised, and H(t) is not assumed Hermitian. Even for Hermitian H(t), ε is in general complex, because φ and ψ are different vectors; the exponential then carries changes in the size of the overlap as well as its phase. The proof takes the equation for the overlap from `secular_separation`, solves it with `amplitude_eq_exp`, and multiplies χ by the result to recover ψ.

This version doesn't compile in Lean 4 with Mathlib:

```lean
import Mathlib

open Complex (I)

namespace SecularSeparation

noncomputable section

variable {E : Type*} [NormedAddCommGroup E] [InnerProductSpace ℂ E]

/-- The time-dependent Schrödinger equation `i ψ' = H(t) ψ`, solved for the derivative. -/
def SolvesSchrodinger (H : ℝ → E →ₗ[ℂ] E) (ψ : ℝ → E) : Prop :=
  ∀ t, HasDerivAt ψ ((-I) • H t (ψ t)) t

/-- The overlap `a(t) = ⟨φ, ψ(t)⟩` with a fixed reference vector. -/
def overlap (φ : E) (ψ : ℝ → E) (t : ℝ) : ℂ := inner ℂ φ (ψ t)

/-- The regular part `χ = ψ / ⟨φ, ψ⟩`, meant for times at which the overlap is nonzero. -/
def regularPart (φ : E) (ψ : ℝ → E) (t : ℝ) : E := (overlap φ ψ t)⁻¹ • ψ t

/-- The secular energy `ε(t) = ⟨φ, H(t) χ(t)⟩`. -/
def secularEnergy (H : ℝ → E →ₗ[ℂ] E) (φ : E) (χ : ℝ → E) (t : ℝ) : ℂ :=
  inner ℂ φ (H t (χ t))

/-- The regular equation `i χ' = H χ - ⟨φ, H χ⟩ χ`, solved for the derivative. -/
def SolvesRegular (H : ℝ → E →ₗ[ℂ] E) (φ : E) (χ : ℝ → E) : Prop :=
  ∀ t, HasDerivAt χ ((-I) • (H t (χ t) - secularEnergy H φ χ t • χ t)) t

/-- The overlap of a moving vector with a fixed one changes at the rate given by the
overlap with the velocity. -/
theorem hasDerivAt_overlap (φ : E) {f : ℝ → E} {f' : E} {t : ℝ} (h : HasDerivAt f f' t) :
    HasDerivAt (overlap φ f) (inner ℂ φ f') t := by
  have h1 := (hasDerivAt_const t φ).inner ℂ h
  rw [inner_zero_left, add_zero] at h1
  exact h1

/-- Separation of the secular factor: if `ψ` solves the Schrödinger equation and its overlap `a`
with `φ` never vanishes, the regular part `χ` has unit overlap with `φ` and obeys the regular
equation, while `i a' = ⟨φ, H χ⟩ a`. -/
theorem secular_separation {H : ℝ → E →ₗ[ℂ] E} {φ : E} {ψ : ℝ → E}
    (hψ : SolvesSchrodinger H ψ) (ha : ∀ t, overlap φ ψ t ≠ 0) :
    (∀ t, inner ℂ φ (regularPart φ ψ t) = 1) ∧
    SolvesRegular H φ (regularPart φ ψ) ∧
    ∀ t, HasDerivAt (overlap φ ψ)
      (-I * (secularEnergy H φ (regularPart φ ψ) t * overlap φ ψ t)) t := by
  have hov : ∀ t, HasDerivAt (overlap φ ψ)
      (-I * (secularEnergy H φ (regularPart φ ψ) t * overlap φ ψ t)) t := by
    intro t
    refine (hasDerivAt_overlap φ (hψ t)).congr_deriv ?_
    simp only [secularEnergy, regularPart, map_smul, inner_smul_right]
    linear_combination I * inner ℂ φ (H t (ψ t)) * inv_mul_cancel₀ (ha t)
  refine ⟨fun t => ?_, fun t => ?_, hov⟩
  · rw [regularPart, inner_smul_right]
    exact inv_mul_cancel₀ (ha t)
  · -- the reciprocal overlap changes at the opposite relative rate
    have hinv : HasDerivAt (fun s => (overlap φ ψ s)⁻¹)
        (I * secularEnergy H φ (regularPart φ ψ) t * (overlap φ ψ t)⁻¹) t := by
      have h := (hasDerivAt_const t (1 : ℂ)).fun_div (hov t) (ha t)
      simp only [one_div] at h
      refine h.congr_deriv ?_
      have hne := ha t
      simp only [zero_mul, one_mul, zero_sub, neg_mul, neg_neg]
      field_simp
    have h : HasDerivAt (regularPart φ ψ) _ t := hinv.smul (hψ t)
    refine h.congr_deriv ?_
    have hχ : regularPart φ ψ t = (overlap φ ψ t)⁻¹ • ψ t := rfl
    rw [hχ, map_smul]
    module

/-- A scalar amplitude with `f' = c f` and continuous rate `c` is
`f(t) = f(0) exp (∫₀ᵗ c)`. -/
theorem amplitude_eq_exp {f c : ℝ → ℂ} (hc : Continuous c)
    (hf : ∀ t, HasDerivAt f (c t * f t) t) (t : ℝ) :
    f t = f 0 * Complex.exp (∫ s in (0 : ℝ)..t, c s) := by
  -- dividing out the exponential leaves a constant
  have hg : ∀ s, HasDerivAt (fun u => f u * Complex.exp (-∫ x in (0 : ℝ)..u, c x)) 0 s := by
    intro s
    have hS := (hc.integral_hasStrictDerivAt 0 s).hasDerivAt
    refine ((hf s).fun_mul hS.fun_neg.cexp).congr_deriv ?_
    ring
  have h := is_const_of_deriv_eq_zero (fun s => (hg s).differentiableAt)
    (fun s => (hg s).deriv) t 0
  simp only [intervalIntegral.integral_same, neg_zero, Complex.exp_zero, mul_one] at h
  rw [← h, mul_assoc, ← Complex.exp_add, neg_add_cancel, Complex.exp_zero, mul_one]

/-- For a nonvanishing overlap `a` and continuous secular energy `ε`, the wavefunction factorizes as
`ψ(t) = a(0) exp (-i ∫₀ᵗ ε) χ(t)`. -/
theorem secular_factorization {H : ℝ → E →ₗ[ℂ] E} {φ : E} {ψ : ℝ → E}
    (hψ : SolvesSchrodinger H ψ) (ha : ∀ t, overlap φ ψ t ≠ 0)
    (hε : Continuous (secularEnergy H φ (regularPart φ ψ))) (t : ℝ) :
    ψ t = (overlap φ ψ 0 * Complex.exp
      (-I * ∫ s in (0 : ℝ)..t, secularEnergy H φ (regularPart φ ψ) s)) •
        regularPart φ ψ t := by
  have h := amplitude_eq_exp (continuous_const.mul hε)
    (fun s => ((secular_separation hψ ha).2.2 s).congr_deriv (mul_assoc _ _ _).symm) t
  rw [intervalIntegral.integral_const_mul] at h
  rw [← h, regularPart, smul_smul, mul_inv_cancel₀ (ha t), one_smul]

end

end SecularSeparation
```

Messages:

```
Main.lean:96:6: error: Tactic `rewrite` failed: Did not find an occurrence of the pattern
  ∫ (x : ℝ) in ?m.117..?m.118, ?r * ?f x ∂?m.119
in the target expression
  overlap φ ψ t =
    overlap φ ψ 0 * Complex.exp (∫ (s : ℝ) in 0..t, ((fun x => -I) * secularEnergy H φ (regularPart φ ψ)) s)

E : Type u_1
inst✝¹ : NormedAddCommGroup E
inst✝ : InnerProductSpace ℂ E
H : ℝ → E →ₗ[ℂ] E
φ : E
ψ : ℝ → E
hψ : SolvesSchrodinger H ψ
ha : ∀ (t : ℝ), overlap φ ψ t ≠ 0
hε : Continuous (secularEnergy H φ (regularPart φ ψ))
t : ℝ
h :
  overlap φ ψ t =
    overlap φ ψ 0 * Complex.exp (∫ (s : ℝ) in 0..t, ((fun x => -I) * secularEnergy H φ (regularPart φ ψ)) s)
⊢ ψ t =
    (overlap φ ψ 0 * Complex.exp (-I * ∫ (s : ℝ) in 0..t, secularEnergy H φ (regularPart φ ψ) s)) • regularPart φ ψ t
```

The one error says that `rw [intervalIntegral.integral_const_mul]` found no integral of the form `?r * ?f x` in `h`. The rate `c` of `amplitude_eq_exp` had not been given, so Lean inferred it from `continuous_const.mul hε`, which here speaks of a product of two functions. The integrand in `h` therefore reads `((fun x => -I) * secularEnergy H φ (regularPart φ ψ)) s`: the functions are multiplied first and the product is then applied to `s`. This equals `-I * secularEnergy H φ (regularPart φ ψ) s` by definition, but `rw` looks for a product of two numbers and does not unfold the product of functions to find one.

The repair states `c` explicitly as `fun s => -I * secularEnergy H φ (regularPart φ ψ) s`. The same continuity proof is still accepted, because the two forms agree by definition. Now `h` contains the integrand in the form the lemma expects, and the rewrite can take `-I` outside the integral, as in the goal. Moving the continuity proof to its own line is only layout.

Fix (accepted with no message):

```diff
@@ -92,5 +92,6 @@
       (-I * ∫ s in (0 : ℝ)..t, secularEnergy H φ (regularPart φ ψ) s)) •
         regularPart φ ψ t := by
-  have h := amplitude_eq_exp (continuous_const.mul hε)
+  have h := amplitude_eq_exp (c := fun s => -I * secularEnergy H φ (regularPart φ ψ) s)
+    (continuous_const.mul hε)
     (fun s => ((secular_separation hψ ha).2.2 s).congr_deriv (mul_assoc _ _ _).symm) t
   rw [intervalIntegral.integral_const_mul] at h
```
